# For J2 > |J1|/2, the J1–J2 Ising ring attains its energy bound −N J2 exactly when four divides N

Put four Ising spins on a ring in the order up, up, down, down. Going round, the nearest-neighbour products are +1, −1, +1, −1, which add up to zero. Each spin is opposite to the spin two sites further on, so the four second-neighbour products are all −1. Weight the nearest-neighbour products by J1 and the second-neighbour products by J2, so that positive couplings favour antiparallel spins. The energy is then −4 J2, whatever J1 is.

Now take a ring of three. Steps of two sites lead from site 0 to site 2, then to site 1, then back to site 0. If every step reversed the spin, three reversals would give s₀ = −s₀, which no spin of value ±1 satisfies. At least one second-neighbour pair must be parallel, and that costs energy when J2 > |J1|/2.

The same two observations settle every ring length N ≥ 1. For collinear magnetic supercells, the consequence within this classical one-dimensional model with two couplings is that, for J2 > |J1|/2, a cell whose length is not a multiple of four misses the up-up-down-down state and gives too high a ground-state energy per site.

```lean
import Mathlib

open Finset

namespace FrustratedIsingRing

noncomputable section

variable {N : ℕ}
```

## Spins and energy on a periodic cell

A configuration assigns to each site i a real number sᵢ that is +1 or −1. The sites are the elements of `ZMod N`, the integers modulo N, so the periodic boundary is built into the addition of indices. The predicate `IsIsing` restricts a real-valued function to the two spin values.

```lean
/-- Ising spins on a ring of `N` sites: every spin is `+1` or `-1`. -/
def IsIsing (s : ZMod N → ℝ) : Prop := ∀ i, s i = 1 ∨ s i = -1
```

The energy is

E = Σᵢ (J1 sᵢ sᵢ₊₁ + J2 sᵢ sᵢ₊₂),

with one term of each kind per site. Positive couplings favour antiparallel spins. J1 may have either sign. The assumption `NeZero N` says that the ring has at least one site.

```lean
/-- Energy of the periodic chain with nearest-neighbour coupling `J1` and
second-neighbour coupling `J2`; positive couplings are antiferromagnetic. -/
def energy [NeZero N] (J1 J2 : ℝ) (s : ZMod N → ℝ) : ℝ :=
  ∑ i, (J1 * (s i * s (i + 1)) + J2 * (s i * s (i + 2)))
```

This is the energy per cell of an infinite chain that repeats with period N. In very small cells a spin can therefore interact with its own image: for N = 2, site i + 2 is site i again.

Another model would sum over unordered pairs of distinct sites. From N = 5 on, this gives the same energy. For N = 4, however, each second-neighbour pair would count once and not twice, and up-up-down-down would have energy −2 J2. For J2 < |J1| it would then lie above the alternating state (J1 > 0) or the uniform state (J1 < 0). That describes an isolated four-spin cluster and not a supercell.

The argument counts the sites i at which sᵢ₊₂ = sᵢ. They form the finite set `parallelPairs s`.

```lean
/-- The sites whose spin is parallel to the spin two sites further on. -/
def parallelPairs [NeZero N] (s : ZMod N → ℝ) : Finset (ZMod N) :=
  univ.filter fun i => s (i + 2) = s i
```

When four divides N, reduction modulo 4 is well defined on the ring. The pattern puts spin up on sites with remainder 0 or 1 and spin down on the others. In Lean the reduction is the ring homomorphism `ZMod.castHom h (ZMod 4)`, which needs the divisibility proof `h`.

```lean
/-- The up-up-down-down pattern on a ring whose length is a multiple of four. -/
def upUpDownDown (h : 4 ∣ N) (i : ZMod N) : ℝ :=
  if ZMod.castHom h (ZMod 4) i = 0 ∨ ZMod.castHom h (ZMod 4) i = 1 then 1 else -1
```

Since only two spin values exist, any two spins are equal or opposite. The proof goes through the four combinations.

```lean
/-- Two Ising spins are either parallel or antiparallel. -/
theorem IsIsing.parallel_or_anti {s : ZMod N → ℝ} (hs : IsIsing s) (i j : ZMod N) :
    s j = s i ∨ s j = -s i := by
  rcases hs i with h1 | h1 <;> rcases hs j with h2 | h2 <;> simp [h1, h2]
```

## The energy as a sum over triples

Split each nearest-neighbour bond equally between the two triples (i, i+1, i+2) that contain it. Relabelling the sites of a ring does not change a sum over them, so

Σᵢ sᵢ₊₁ sᵢ₊₂ = Σᵢ sᵢ sᵢ₊₁,

and therefore

E + N J2 = Σᵢ [J2 + J2 sᵢ sᵢ₊₂ + (J1/2) sᵢ sᵢ₊₁ + (J1/2) sᵢ₊₁ sᵢ₊₂].

Because sᵢ² = 1, the last term in the bracket equals (J1/2) sᵢ sᵢ₊₂ · sᵢ sᵢ₊₁. The bracket then factorises:

E + N J2 = Σᵢ (1 + sᵢ sᵢ₊₂)(J2 + (J1/2) sᵢ sᵢ₊₁).

In the proof, `shift` is the relabelling and `hloc` is the factorisation at one site, where `linear_combination` uses sᵢ² = 1 as `hq`. The closing `simp only` and `ring` add up the terms.

```lean
/-- For Ising spins, the energy above `-N J2` is a sum over triples of neighbouring sites,
in which a triple with antiparallel ends contributes nothing. -/
theorem energy_excess [NeZero N] (J1 J2 : ℝ) {s : ZMod N → ℝ} (hs : IsIsing s) :
    energy J1 J2 s + N * J2 =
      ∑ i, (1 + s i * s (i + 2)) * (J2 + J1 / 2 * (s i * s (i + 1))) := by
  -- translation invariance of the nearest-neighbour sum
  have shift : ∑ i, s (i + 1) * s (i + 2) = ∑ i, s i * s (i + 1) := by
    have h := Equiv.sum_comp (Equiv.addRight (1 : ZMod N)) (fun i => s i * s (i + 1))
    simpa only [Equiv.coe_addRight, add_assoc, one_add_one_eq_two] using h
  have hloc : ∀ i, (1 + s i * s (i + 2)) * (J2 + J1 / 2 * (s i * s (i + 1))) =
      J2 + J2 * (s i * s (i + 2)) + J1 / 2 * (s i * s (i + 1))
        + J1 / 2 * (s (i + 1) * s (i + 2)) := by
    intro i
    have hq : s i * s i = 1 := by
      rcases hs i with h | h <;> rw [h] <;> norm_num
    linear_combination (J1 / 2 * s (i + 1) * s (i + 2)) * hq
  simp only [energy, hloc, sum_add_distrib, ← mul_sum, shift, sum_const, card_univ,
    ZMod.card, nsmul_eq_mul]
  ring
```

## The cost of a parallel pair

If the ends of a triple are antiparallel, the first factor is zero and the triple contributes nothing. If they are parallel, the first factor is 2 and the contribution is

2 J2 + J1 sᵢ sᵢ₊₁ ≥ 2 J2 − |J1|.

Writing P for the number of parallel second-neighbour pairs, counted once per starting site i, we get

E + N J2 ≥ (2 J2 − |J1|) P.

This holds for all real J1 and J2. The proof writes the right-hand side as a sum over sites (`hcard`) and compares the two sums term by term with `sum_le_sum`. The two branches of `split_ifs` are the parallel and the antiparallel case.

```lean
/-- For Ising spins, the energy above `-N J2` is at least `2 J2 - |J1|` times the number of
parallel second-neighbour pairs. -/
theorem parallel_cost [NeZero N] (J1 J2 : ℝ) {s : ZMod N → ℝ} (hs : IsIsing s) :
    (2 * J2 - |J1|) * ((parallelPairs s).card : ℝ) ≤ energy J1 J2 s + N * J2 := by
  have hcard : (2 * J2 - |J1|) * ((parallelPairs s).card : ℝ) =
      ∑ i, if s (i + 2) = s i then 2 * J2 - |J1| else 0 := by
    rw [← sum_filter, sum_const, nsmul_eq_mul, parallelPairs]
    ring
  rw [hcard, energy_excess J1 J2 hs]
  refine sum_le_sum fun i _ => ?_
  have ha := neg_abs_le J1
  have hb := le_abs_self J1
  split_ifs with h
  · -- parallel ends: the middle spin can gain at most `|J1|`
    rw [h]
    rcases hs i with h1 | h1 <;> rcases hs (i + 1) with h2 | h2 <;> rw [h1, h2] <;> linarith
  · -- antiparallel ends: the contribution vanishes
    have h3 := (hs.parallel_or_anti i (i + 2)).resolve_left h
    have h0 : 1 + s i * s (i + 2) = 0 := by
      rw [h3]
      rcases hs i with h1 | h1 <;> rw [h1] <;> norm_num
    rw [h0, zero_mul]
```

The condition on the couplings now enters. In a triple with parallel ends, the second-neighbour term costs 2 J2 relative to antiparallel ends, while the middle spin can win back at most |J1|. The inequality J2 > |J1|/2 says that the second-neighbour antiferromagnetism wins this competition.

If 2 J2 − |J1| ≥ 0 and at least one pair is parallel, then P ≥ 1 and

E ≥ −N J2 + (2 J2 − |J1|).

```lean
/-- If `J2 ≥ |J1|/2`, one parallel second-neighbour pair already lifts the energy of an
Ising configuration to at least `2 J2 - |J1|` above `-N J2`. -/
theorem gap_of_parallel [NeZero N] {J1 J2 : ℝ} (hJ : |J1| / 2 ≤ J2) {s : ZMod N → ℝ}
    (hs : IsIsing s) {i : ZMod N} (hi : s (i + 2) = s i) :
    -(N * J2) + (2 * J2 - |J1|) ≤ energy J1 J2 s := by
  have hpos : 0 < (parallelPairs s).card :=
    card_pos.mpr ⟨i, by simp [parallelPairs, hi]⟩
  have h1 : (1 : ℝ) ≤ ((parallelPairs s).card : ℝ) := by exact_mod_cast hpos
  have h2 : 0 ≤ 2 * J2 - |J1| := by linarith
  have h3 := mul_le_mul_of_nonneg_left h1 h2
  linarith [parallel_cost J1 J2 hs]
```

With the strict inequality, a single parallel pair puts E strictly above −N J2. An energy of exactly −N J2 thus forces sᵢ₊₂ = −sᵢ at every site. Conversely, if this rule holds everywhere, every triple contributes zero and E = −N J2. The two directions of the proof are these two sentences.

```lean
/-- For `J2 > |J1|/2`, an Ising configuration has energy `-N J2` exactly when every spin is
opposite to the spin two sites further on. -/
theorem energy_eq_iff [NeZero N] {J1 J2 : ℝ} (hJ : |J1| / 2 < J2) {s : ZMod N → ℝ}
    (hs : IsIsing s) : energy J1 J2 s = -(N * J2) ↔ ∀ i, s (i + 2) = -s i := by
  constructor
  · intro hE i
    refine (hs.parallel_or_anti i (i + 2)).resolve_left fun hi => ?_
    linarith [gap_of_parallel hJ.le hs hi]
  · intro h
    have hzero : energy J1 J2 s + N * J2 = 0 := by
      rw [energy_excess J1 J2 hs]
      refine sum_eq_zero fun i _ => ?_
      rw [h i]
      rcases hs i with h1 | h1 <;> rw [h1] <;> ring
    linarith
```

## Which rings admit the sign rule

Suppose sᵢ₊₂ = −sᵢ for all i. After k steps of two sites, starting from site 0,

s₂ₖ = (−1)ᵏ s₀.

If 2k is a multiple of N, the walk has returned to site 0, and k must be even because s₀ ≠ 0. Use this twice:

- After k = N steps the walk has covered 2N sites and is back at the start, so N is even. Write N = 2m.
- After k = m steps it has covered N sites and is again back at the start, so m is even.

Hence four divides N. In Lean, `hstep` is the formula for s₂ₖ, proved by induction on k, and `hclose` is the parity statement, applied first to `N` and then to `m`.

```lean
/-- Ising spins that reverse sign every two sites fit on a ring only if its length is a
multiple of four. -/
theorem four_dvd_of_antiphase {s : ZMod N → ℝ} (hs : IsIsing s)
    (h : ∀ i, s (i + 2) = -s i) : 4 ∣ N := by
  have hstep : ∀ k : ℕ, s ((2 * k : ℕ) : ZMod N) = (-1) ^ k * s 0 := by
    intro k
    induction k with
    | zero => simp
    | succ k ih =>
      have e : ((2 * (k + 1) : ℕ) : ZMod N) = ((2 * k : ℕ) : ZMod N) + 2 := by
        push_cast
        ring
      rw [e, h, ih]
      ring
  -- a closed walk in steps of two sites has an even number of steps
  have hclose : ∀ k : ℕ, ((2 * k : ℕ) : ZMod N) = 0 → Even k := by
    intro k hk
    rcases Nat.even_or_odd k with he | ho
    · exact he
    · have h1 := hstep k
      rw [hk, ho.neg_one_pow] at h1
      rcases hs 0 with h0 | h0 <;> rw [h0] at h1 <;> norm_num at h1
  obtain ⟨m, hm⟩ := hclose N (by simp)
  have h2 : 2 * m = N := by omega
  obtain ⟨l, hl⟩ := hclose m (by rw [h2]; exact ZMod.natCast_self N)
  exact ⟨l, by omega⟩
```

For the converse, adding 2 modulo 4 exchanges the remainders {0, 1} with {2, 3}, so the up-up-down-down pattern changes sign every two sites. The proof checks the exchange on all four remainders with `decide` (`key`) and carries it over to the ring, since reduction modulo 4 respects addition (`e`).

```lean
/-- The up-up-down-down pattern reverses sign every two sites. -/
theorem upUpDownDown_antiphase (h : 4 ∣ N) (i : ZMod N) :
    upUpDownDown h (i + 2) = -upUpDownDown h i := by
  have key : ∀ x : ZMod 4, (x + 2 = 0 ∨ x + 2 = 1) ↔ ¬(x = 0 ∨ x = 1) := by decide
  have e : ZMod.castHom h (ZMod 4) (i + 2) = ZMod.castHom h (ZMod 4) i + 2 := by
    rw [map_add, map_ofNat]
  unfold upUpDownDown
  rw [e]
  generalize ZMod.castHom h (ZMod 4) i = x
  by_cases hx : x = 0 ∨ x = 1
  · rw [if_pos hx, if_neg (fun h' => (key x).1 h' hx)]
  · rw [if_neg hx, if_pos ((key x).2 hx), neg_neg]
```

## The bound and the condition for reaching it

Let N ≥ 1 and J2 > |J1|/2. The theorem `ground_energy_attained_iff` has two parts:

- Every Ising configuration satisfies E ≥ −N J2.
- Some Ising configuration has E = −N J2 if and only if four divides N.

The first part follows from the cost inequality, since both 2 J2 − |J1| and P are non-negative. For the second, a configuration at the bound obeys the sign rule, which requires 4 | N; if 4 | N, the up-up-down-down pattern obeys the rule and reaches the bound.

At J2 = |J1|/2 with J1 ≤ 0, the uniform state has energy N(J1 + J2) = −N J2 for every N, so the second part needs more than J2 ≥ |J1|/2.

The statement concerns classical two-valued spins at zero temperature and without a field. It does not treat vector spins, quantum fluctuations or couplings of longer range.

```lean
/-- For `J2 > |J1|/2`, every Ising configuration on a ring of `N` sites has energy at least
`-N J2`, and some configuration attains this value if and only if four divides `N`. -/
theorem ground_energy_attained_iff [NeZero N] {J1 J2 : ℝ} (hJ : |J1| / 2 < J2) :
    (∀ s : ZMod N → ℝ, IsIsing s → -(N * J2) ≤ energy J1 J2 s) ∧
      ((∃ s : ZMod N → ℝ, IsIsing s ∧ energy J1 J2 s = -(N * J2)) ↔ 4 ∣ N) := by
  refine ⟨fun s hs => ?_, ?_, fun h => ?_⟩
  · have h1 : 0 ≤ (2 * J2 - |J1|) * ((parallelPairs s).card : ℝ) :=
      mul_nonneg (by linarith) (Nat.cast_nonneg _)
    linarith [parallel_cost J1 J2 hs]
  · rintro ⟨s, hs, hE⟩
    exact four_dvd_of_antiphase hs ((energy_eq_iff hJ hs).1 hE)
  · have hs : IsIsing (upUpDownDown h) := by
      intro i
      unfold upUpDownDown
      split_ifs
      · exact Or.inl rfl
      · exact Or.inr rfl
    exact ⟨_, hs, (energy_eq_iff hJ hs).2 (upUpDownDown_antiphase h)⟩
```

## How far other supercells lie above the bound

Let J2 > |J1|/2. If four does not divide N, the sign rule fails at some site. The two spins there are parallel, and the cost of one parallel pair gives

E ≥ −N J2 + (2 J2 − |J1|)

for every Ising configuration. Per site, the lowest energy of such a cell is too high by at least (2 J2 − |J1|)/N compared with a cell whose length is a multiple of four. This lower bound on the error shrinks as the cell grows, but it is positive at every finite length.

The theorem also admits J2 = |J1|/2, where the constant 2 J2 − |J1| is zero and the inequality reduces to E ≥ −N J2.

```lean
/-- For `J2 ≥ |J1|/2`, a supercell whose length is not a multiple of four has all its Ising
energies at least `2 J2 - |J1|` above `-N J2`. -/
theorem supercell_gap [NeZero N] {J1 J2 : ℝ} (hJ : |J1| / 2 ≤ J2) (hN : ¬ 4 ∣ N)
    {s : ZMod N → ℝ} (hs : IsIsing s) :
    -(N * J2) + (2 * J2 - |J1|) ≤ energy J1 J2 s := by
  obtain ⟨i, hi⟩ := not_forall.mp fun h => hN (four_dvd_of_antiphase hs h)
  exact gap_of_parallel hJ hs ((hs.parallel_or_anti i (i + 2)).resolve_right hi)
```

For J1 ≤ 0, five sites show that the constant 2 J2 − |J1| cannot be replaced by a larger one that serves all these lengths. Take the configuration up, down, down, up, up.

```lean
/-- The five-site configuration up-down-down-up-up. -/
def fiveRing (i : ZMod 5) : ℝ := if i = 1 ∨ i = 2 then -1 else 1
```

Its nearest-neighbour products, from site 0 on, are −1, +1, −1, +1, +1, with sum 1. Its second-neighbour products are −1, −1, −1, +1, −1, with sum −3. Therefore

E = J1 − 3 J2.

For J1 ≤ 0 we have J1 = −|J1|, and this equals −5 J2 + (2 J2 − |J1|). The configuration has one parallel second-neighbour pair, and the spin between its ends gains the full |J1|.

A particular length may still have a larger gap. On six sites the steps of two form two separate loops of three, each with at least one parallel pair, so the cost inequality gives a gap of at least 2 (2 J2 − |J1|) there.

The proof of `supercell_gap_sharp` evaluates the five spins (`v0` to `v4`), reduces the shifted indices modulo 5 and compares the two sides with `ring`.

```lean
/-- For `J1 ≤ 0`, the five-site configuration up-down-down-up-up lies exactly
`2 J2 - |J1|` above `-5 J2`. -/
theorem supercell_gap_sharp {J1 : ℝ} (J2 : ℝ) (hJ : J1 ≤ 0) :
    IsIsing fiveRing ∧ energy J1 J2 fiveRing = -(5 * J2) + (2 * J2 - |J1|) := by
  constructor
  · intro i
    unfold fiveRing
    split_ifs
    · exact Or.inr rfl
    · exact Or.inl rfl
  · have hsum : ∀ f : ZMod 5 → ℝ, ∑ i, f i = f 0 + f 1 + f 2 + f 3 + f 4 :=
      fun f => Fin.sum_univ_five f
    have v0 : fiveRing 0 = 1 := if_neg (by decide)
    have v1 : fiveRing 1 = -1 := if_pos (by decide)
    have v2 : fiveRing 2 = -1 := if_pos (by decide)
    have v3 : fiveRing 3 = 1 := if_neg (by decide)
    have v4 : fiveRing 4 = 1 := if_neg (by decide)
    rw [energy, hsum, abs_of_nonpos hJ,
      show (0 : ZMod 5) + 1 = 1 by decide, show (0 : ZMod 5) + 2 = 2 by decide,
      show (1 : ZMod 5) + 1 = 2 by decide, show (1 : ZMod 5) + 2 = 3 by decide,
      show (2 : ZMod 5) + 1 = 3 by decide, show (2 : ZMod 5) + 2 = 4 by decide,
      show (3 : ZMod 5) + 1 = 4 by decide, show (3 : ZMod 5) + 2 = 0 by decide,
      show (4 : ZMod 5) + 1 = 0 by decide, show (4 : ZMod 5) + 2 = 1 by decide,
      v0, v1, v2, v3, v4]
    ring

end

end FrustratedIsingRing
```

```lean
#print axioms FrustratedIsingRing.ground_energy_attained_iff
#print axioms FrustratedIsingRing.supercell_gap
#print axioms FrustratedIsingRing.supercell_gap_sharp
```

```
'FrustratedIsingRing.ground_energy_attained_iff' depends on axioms: [propext, Classical.choice, Quot.sound]
'FrustratedIsingRing.supercell_gap' depends on axioms: [propext, Classical.choice, Quot.sound]
'FrustratedIsingRing.supercell_gap_sharp' depends on axioms: [propext, Classical.choice, Quot.sound]
```
